# The Lyddane-Sachs-Teller relation for undamped polar modes

The first choice is the variable. The permittivity of a polar crystal is usually written as a function of the frequency ω, but in an undamped harmonic model only ω² enters. The formal statement therefore takes a real variable x, which stands for ω². Resonances become simple poles in x, and the relation between static and high-frequency permittivity becomes a statement about ratios of squared frequencies. Nothing restricts x to be non-negative; the physical range is x ≥ 0, and the static limit is x = 0.

The permittivity is a real scalar, which suits a cubic crystal or a single principal direction. Damping is left out, since it would make the permittivity complex and remove its real zeros.

```lean
import Mathlib

open Polynomial

namespace LyddaneSachsTeller

noncomputable section
```

## The model

One polar mode has squared transverse frequency T and oscillator strength S, which has the dimension of a squared frequency. Everything that responds at much higher frequencies, mainly the electrons, is collected in a constant background e. The relative permittivity is

ε(x) = e + S/(T − x).

The second term is the response of an undamped charged oscillator driven by the macroscopic electric field. Here the formula is the starting point; it is not derived from equations of motion for the ions.

```lean
/-- Permittivity of a crystal with one polar mode, as a function of the squared frequency `x`:
background `e`, oscillator strength `S`, squared transverse frequency `T`. -/
def permittivity (e S T x : ℝ) : ℝ := e + S / (T - x)
```

A longitudinal wave in a medium without free charge needs ε = 0, because its displacement field must vanish while its electric field does not. Setting e + S/(T − x) = 0 gives x − T = S/e, so the candidate for the squared longitudinal frequency is

L = T + S/e.

In Lean this is a definition. That ε vanishes there, and nowhere else, is proved below.

```lean
/-- The squared longitudinal frequency `T + S / e` of a single polar mode. -/
def longitudinalSq (e S T : ℝ) : ℝ := T + S / e
```

With several modes, labelled by i in a finite index type `ι`, the contributions add:

ε(x) = e + Σ_i S_i/(T_i − x).

The strengths and squared transverse frequencies become functions `S T : ι → ℝ`.

```lean
/-- Permittivity of a crystal with several polar modes, with strengths `S i` and squared
transverse frequencies `T i`, as a function of the squared frequency `x`. -/
def multimodePermittivity {ι : Type*} [Fintype ι] (e : ℝ) (S T : ι → ℝ) (x : ℝ) : ℝ :=
  e + ∑ i, S i / (T i - x)
```

## One mode: the factored form

Everything about the single mode follows from writing ε as one fraction. By the definition of L,

e(L − x) = e(T + S/e − x) = e(T − x) + S.

Dividing by T − x, which is allowed for x ≠ T, gives

ε(x) = e(L − x)/(T − x).

The theorem needs only e ≠ 0 and x ≠ T. In its proof, `h1` is the first displayed line, obtained by `linear_combination` from (S/e)·e = S. The final rewriting splits the fraction and cancels T − x.

```lean
/-- Away from the transverse resonance, the one-mode permittivity is the background times
the ratio of the signed differences `longitudinalSq e S T - x` and `T - x`. -/
theorem permittivity_factor {e S T x : ℝ} (he : e ≠ 0) (hx : x ≠ T) :
    permittivity e S T x = e * (longitudinalSq e S T - x) / (T - x) := by
  have hd : T - x ≠ 0 := sub_ne_zero.2 hx.symm
  have h1 : e * (longitudinalSq e S T - x) = e * (T - x) + S := by
    have h2 : S / e * e = S := div_mul_cancel₀ _ he
    unfold longitudinalSq
    linear_combination h2
  rw [h1, add_div, mul_div_cancel_right₀ _ hd, permittivity]
```

## One mode: zero, stop band and signs

Now let e > 0 and S > 0. Then S/e > 0, so T < L, and the factored form gives the sign of ε in each region:

- For x < T, both L − x and T − x are positive, so ε(x) > 0.
- For T < x < L, the numerator is positive and the denominator negative, so ε(x) < 0.
- For x = L, the numerator is zero, so ε(x) = 0.
- For x > L, both differences are negative, so ε(x) > 0.

These cases cover every x ≠ T and exclude one another, so each implication can be reversed: ε vanishes only at L, is negative exactly on the open interval (T, L), and is positive exactly when x < T or x > L. For T ≥ 0 the negative interval is the band in which this lossless model has no propagating transverse wave, since the squared wavevector is proportional to xε(x).

An easy mistake is to state the result for all real x. Lean sets division by zero to 0, so `permittivity e S T T` equals e, which is positive, although T lies neither below T nor above L. The third equivalence would then be false, and the hypothesis `hx : x ≠ T` prevents this.

The theorem is a conjunction of three equivalences. Its proof splits first on x < T or x > T, then compares x with L by `lt_trichotomy`. In each of the four cases it establishes the sign from the factored form, and `linarith` refutes the alternatives that do not apply.

```lean
/-- Away from the resonance, the permittivity vanishes only at the longitudinal squared
frequency, is negative exactly between the transverse and longitudinal ones, and is positive
exactly below the transverse or above the longitudinal one. -/
theorem permittivity_sign {e S T x : ℝ} (he : 0 < e) (hS : 0 < S) (hx : x ≠ T) :
    (permittivity e S T x = 0 ↔ x = longitudinalSq e S T) ∧
    (permittivity e S T x < 0 ↔ T < x ∧ x < longitudinalSq e S T) ∧
    (0 < permittivity e S T x ↔ x < T ∨ longitudinalSq e S T < x) := by
  have hL : T < longitudinalSq e S T := by
    have := div_pos hS he
    unfold longitudinalSq
    linarith
  have hf := permittivity_factor (S := S) he.ne' hx
  rcases lt_or_gt_of_ne hx with h | h
  · -- below the resonance
    have hp : 0 < permittivity e S T x := by
      rw [hf]
      exact div_pos (mul_pos he (by linarith)) (by linarith)
    exact ⟨⟨fun _ => by exfalso; linarith, fun _ => by exfalso; linarith⟩,
      ⟨fun _ => by exfalso; linarith, fun h0 => by exfalso; linarith [h0.1]⟩,
      ⟨fun _ => Or.inl h, fun _ => hp⟩⟩
  · rcases lt_trichotomy x (longitudinalSq e S T) with h' | h' | h'
    · -- inside the band
      have hn : permittivity e S T x < 0 := by
        rw [hf]
        exact div_neg_of_pos_of_neg (mul_pos he (by linarith)) (by linarith)
      exact ⟨⟨fun _ => by exfalso; linarith, fun _ => by exfalso; linarith⟩,
        ⟨fun _ => ⟨h, h'⟩, fun _ => hn⟩,
        ⟨fun _ => by exfalso; linarith,
          fun h0 => by exfalso; rcases h0 with h0 | h0 <;> linarith⟩⟩
    · -- at the longitudinal frequency
      have hz : permittivity e S T x = 0 := by
        rw [hf, sub_eq_zero.2 h'.symm, mul_zero, zero_div]
      exact ⟨⟨fun _ => h', fun _ => hz⟩,
        ⟨fun _ => by exfalso; linarith, fun h0 => by exfalso; linarith [h0.2]⟩,
        ⟨fun _ => by exfalso; linarith,
          fun h0 => by exfalso; rcases h0 with h0 | h0 <;> linarith⟩⟩
    · -- above the band
      have hp : 0 < permittivity e S T x := by
        rw [hf]
        exact div_pos_of_neg_of_neg (mul_neg_of_pos_of_neg he (by linarith)) (by linarith)
      exact ⟨⟨fun _ => by exfalso; linarith, fun _ => by exfalso; linarith⟩,
        ⟨fun _ => by exfalso; linarith, fun h0 => by exfalso; linarith [h0.2]⟩,
        ⟨fun _ => Or.inr h', fun _ => hp⟩⟩
```

## One mode: the static limit

At x = 0 the factored form reads ε(0) = eL/T, and dividing by e gives

ε(0)/e = L/T.

As ε(x) tends to e for large x, the left side is the ratio of static to high-frequency permittivity. In a real crystal, "high-frequency" means far above the polar mode but still far below the electronic resonances. The formal statement names the background e directly and takes no limit. It requires e ≠ 0 and T ≠ 0, with no condition on the sign of S. The proof is the substitution x = 0 followed by cancellation of e.

```lean
/-- Lyddane-Sachs-Teller relation for one mode: the static permittivity over the background
equals the longitudinal over the transverse squared frequency. -/
theorem lyddane_sachs_teller {e S T : ℝ} (he : e ≠ 0) (hT : T ≠ 0) :
    permittivity e S T 0 / e = longitudinalSq e S T / T := by
  rw [permittivity_factor he hT.symm, mul_div_assoc, mul_div_cancel_left₀ _ he]
  simp only [sub_zero]
```

Often a longitudinal frequency ω_L and a transverse frequency ω_T are given, for instance by a measurement, while the strength S is not. So let T = ω_T² and suppose that ε(ω_L²) = 0. The factored form gives

e(L − ω_L²)/(ω_T² − ω_L²) = 0,

hence L = ω_L², and the static relation becomes

ε(0)/e = ω_L²/ω_T² = (ω_L/ω_T)².

Within this one-mode undamped model, the equation lets computed long-wavelength phonon frequencies be checked against computed permittivities. If ω_L and ε(0) were both computed from the same e, S and ω_T, they agree automatically, and the check tests only the consistency of the calculation.

The Lean proof first shows ω_L² ≠ ω_T² (`hne`): at the pole the defined value is e, which is not zero. It then extracts L = ω_L² from the vanishing fraction (`hl`) and substitutes it into the previous theorem.

```lean
/-- If the one-mode permittivity vanishes at the frequency `ωL`, the static permittivity over
the background is the square of `ωL / ωT`. -/
theorem lyddane_sachs_teller_frequencies {e S ωT ωL : ℝ} (he : e ≠ 0) (hT : ωT ≠ 0)
    (h : permittivity e S (ωT ^ 2) (ωL ^ 2) = 0) :
    permittivity e S (ωT ^ 2) 0 / e = (ωL / ωT) ^ 2 := by
  have hne : ωL ^ 2 ≠ ωT ^ 2 := by
    intro h0
    rw [permittivity, h0, sub_self, div_zero, add_zero] at h
    exact he h
  -- the zero of the permittivity is the longitudinal squared frequency
  rw [permittivity_factor he hne, div_eq_zero_iff] at h
  have hl : longitudinalSq e S (ωT ^ 2) = ωL ^ 2 := by
    rcases h with h | h
    · exact sub_eq_zero.1 ((mul_eq_zero.1 h).resolve_left he)
    · exact absurd (sub_eq_zero.1 h).symm hne
  rw [lyddane_sachs_teller he (pow_ne_zero 2 hT), hl, div_pow]
```

## Several modes: from zeros to a product

Let there be n modes, and suppose that ε has n distinct zeros L_i, none of them equal to any T_j. The aim is

ε(x) = e ∏_i (L_i − x)/(T_i − x) for x away from all T_j.

To clear denominators, multiply ε(y) by ∏_j (y − T_j). Each oscillator term becomes

S_i/(T_i − y) · ∏_j (y − T_j) = −S_i ∏_{j≠i} (y − T_j),

because (y − T_i)/(T_i − y) = −1. This suggests the polynomial

P(y) = e[∏_i (y − T_i) − ∏_i (y − L_i)] − Σ_i S_i ∏_{j≠i} (y − T_j),

which away from the poles satisfies

P(y) = ε(y) ∏_i (y − T_i) − e ∏_i (y − L_i).

The two products in the square bracket both have leading term yⁿ, which cancels, and each product in the sum has only n − 1 factors. So P has degree below n. But P(L_i) = 0 for every i: the first term vanishes because ε(L_i) = 0, the second because it contains the factor L_i − L_i. A polynomial of degree below n with n distinct zeros is the zero polynomial. Therefore

ε(x) ∏_i (x − T_i) = e ∏_i (x − L_i),

and dividing, then reversing both signs in each ratio, gives the product formula. With no modes at all, P is zero from the start and the formula reads ε(x) = e.

In the statement, `Function.Injective L` says that the zeros are distinct, `hLT` keeps them off the poles, and `hz` says that they are zeros. Since `L` and `T` share the index type `ι`, there are as many zeros as modes. The shared index implies no physical pairing: relabelling the zeros leaves the product unchanged.

The zeros are assumed, not constructed. For e > 0, positive strengths and distinct T_i, an intermediate-value argument would supply one zero between neighbouring poles and one above the highest. For e ≠ 0, modes with equal T_i must first be merged by adding their strengths, and modes of zero strength left out; otherwise there are too few zeros to meet the hypotheses.

In the proof, `heval` is the evaluation formula for P, with `hterm` handling one oscillator term. The bound `hlt` uses the fact that polynomials of degree below n form a linear space, so the cancelled leading terms and the shorter products can be treated separately. Then `hP0` applies Mathlib's theorem on polynomials with too many zeros, and the remaining lines carry out the division.

```lean
/-- If a crystal has as many distinct zeros `L i` of the permittivity as polar modes, and none
of these zeros lies at a resonance, its
permittivity away from the resonances is the background times a product over the modes. -/
theorem multimode_factor {ι : Type*} [Fintype ι] {e : ℝ} {S T L : ι → ℝ}
    (hL : Function.Injective L) (hLT : ∀ i j, L i ≠ T j)
    (hz : ∀ i, multimodePermittivity e S T (L i) = 0) {x : ℝ} (hx : ∀ j, x ≠ T j) :
    multimodePermittivity e S T x = e * ∏ i, (L i - x) / (T i - x) := by
  classical
  -- clear denominators and subtract the expected product
  obtain ⟨P, hP⟩ : ∃ P : ℝ[X], P = e • (∏ i, (X - C (T i)) - ∏ i, (X - C (L i)))
      - ∑ i, S i • ∏ j ∈ Finset.univ.erase i, (X - C (T j)) := ⟨_, rfl⟩
  have heval : ∀ y, (∀ j, y ≠ T j) → P.eval y =
      multimodePermittivity e S T y * ∏ i, (y - T i) - e * ∏ i, (y - L i) := by
    intro y hy
    have hterm : ∀ i, S i / (T i - y) * ∏ j, (y - T j) =
        -(S i * ∏ j ∈ Finset.univ.erase i, (y - T j)) := by
      intro i
      have h1 : S i / (T i - y) * (T i - y) = S i :=
        div_mul_cancel₀ _ (sub_ne_zero.2 (hy i).symm)
      rw [← Finset.mul_prod_erase Finset.univ (fun j => y - T j) (Finset.mem_univ i)]
      generalize S i / (T i - y) = q at h1 ⊢
      linear_combination (-(∏ j ∈ Finset.univ.erase i, (y - T j))) * h1
    rw [hP, multimodePermittivity, add_mul, Finset.sum_mul,
      Finset.sum_congr rfl (fun i _ => hterm i), Finset.sum_neg_distrib]
    simp only [eval_sub, eval_smul, eval_C, eval_X, eval_prod, Polynomial.eval_finsetSum, smul_eq_mul]
    ring
  have hdeg : ∀ (s : Finset ι) (f : ι → ℝ),
      (∏ i ∈ s, (X - C (f i))).degree = (s.card : WithBot ℕ) := by
    intro s f
    rw [degree_prod]
    simp
  have hmon : ∀ f : ι → ℝ, (∏ i, (X - C (f i))).Monic := fun f =>
    monic_prod_of_monic _ _ (fun i _ => monic_X_sub_C (f i))
  -- the leading terms cancel
  have hlt : P.degree < ((Finset.univ : Finset ι).card : WithBot ℕ) := by
    rw [← mem_degreeLT, hP]
    refine Submodule.sub_mem _ (Submodule.smul_mem _ _ ?_)
      (Submodule.sum_mem _ fun i _ => Submodule.smul_mem _ _ ?_)
    · rw [mem_degreeLT]
      exact (Polynomial.degree_sub_lt_left ((hdeg _ T).trans (hdeg _ L).symm) (hmon T).ne_zero
        ((hmon T).leadingCoeff.trans (hmon L).leadingCoeff.symm)).trans_eq (hdeg _ T)
    · rw [mem_degreeLT, hdeg]
      exact WithBot.coe_lt_coe.2 (Finset.card_erase_lt_of_mem (Finset.mem_univ i))
  -- too many zeros for its degree
  have hP0 : P = 0 := by
    refine eq_zero_of_degree_lt_of_eval_index_eq_zero (s := Finset.univ) (v := L)
      hL.injOn hlt ?_
    intro i _
    have hp : ∏ j, (L i - L j) = 0 :=
      Finset.prod_eq_zero (Finset.mem_univ i) (sub_self _)
    rw [heval _ (hLT i), hz i, hp, zero_mul, mul_zero, sub_zero]
  have h := heval x hx
  rw [hP0, eval_zero] at h
  have hr : ∏ i, (L i - x) / (T i - x) = (∏ i, (x - L i)) / ∏ i, (x - T i) := by
    rw [← Finset.prod_div_distrib]
    refine Finset.prod_congr rfl fun i _ => ?_
    rw [← neg_sub x (L i), ← neg_sub x (T i), neg_div_neg_eq]
  have hne : ∏ i, (x - T i) ≠ 0 :=
    Finset.prod_ne_zero_iff.2 fun i _ => sub_ne_zero.2 (hx i)
  rw [hr, ← mul_div_assoc, eq_div_iff hne]
  linarith
```

## Several modes: the static limit

If every T_i is nonzero, x = 0 is away from the poles. Substituting it and dividing by e ≠ 0 gives

ε(0)/e = ∏_i L_i/T_i.

With one mode this is again L/T. The Lean proof applies the product formula at 0, cancels e and simplifies the differences.

```lean
/-- Lyddane-Sachs-Teller relation for several modes: the static permittivity over the
background is the product of the ratios of squared longitudinal to transverse frequencies. -/
theorem multimode_lyddane_sachs_teller {ι : Type*} [Fintype ι] {e : ℝ} {S T L : ι → ℝ}
    (he : e ≠ 0) (hT : ∀ i, T i ≠ 0) (hL : Function.Injective L)
    (hLT : ∀ i j, L i ≠ T j) (hz : ∀ i, multimodePermittivity e S T (L i) = 0) :
    multimodePermittivity e S T 0 / e = ∏ i, L i / T i := by
  rw [multimode_factor hL hLT hz (fun j => (hT j).symm), mul_div_cancel_left₀ _ he]
  simp only [sub_zero]
```

## A crystal that meets the hypotheses

Take e = 1, strengths 3/2 and 1/2, and squared transverse frequencies 1 and 3, in any common unit. The background 1 leaves out the electronic response and is chosen for easy arithmetic; multiplying e and both strengths by the same positive factor would not move the zeros. Then

ε(2) = 1 + (3/2)/(1 − 2) + (1/2)/(3 − 2) = 1 − 3/2 + 1/2 = 0,

ε(4) = 1 + (3/2)/(1 − 4) + (1/2)/(3 − 4) = 1 − 1/2 − 1/2 = 0.

The zeros 2 and 4 are distinct and avoid 1 and 3. The static value computed directly is 1 + 3/2 + 1/6 = 8/3, in agreement with (2/1)(4/3) = 8/3.

The Lean theorem checks the three conditions on the zeros: distinctness, separation from the poles, and vanishing permittivity. The notation `![2, 4]` is the list of two values indexed by `Fin 2`; `fin_cases` runs through the indices and `norm_num` does the arithmetic.

```lean
/-- A two-mode crystal with background 1, strengths 3/2 and 1/2 and squared transverse
frequencies 1 and 3 has permittivity zeros at the squared frequencies 2 and 4. -/
theorem multimode_witness :
    Function.Injective (![2, 4] : Fin 2 → ℝ) ∧
    (∀ i j, (![2, 4] : Fin 2 → ℝ) i ≠ (![1, 3] : Fin 2 → ℝ) j) ∧
    ∀ i, multimodePermittivity 1 ![3 / 2, 1 / 2] ![1, 3] ((![2, 4] : Fin 2 → ℝ) i) = 0 := by
  refine ⟨?_, ?_, ?_⟩
  · intro i j h
    fin_cases i <;> fin_cases j <;> first | rfl | (norm_num at h)
  · intro i j
    fin_cases i <;> fin_cases j <;> norm_num
  · intro i
    fin_cases i <;> norm_num [multimodePermittivity, Fin.sum_univ_two]

end

end LyddaneSachsTeller
```

```lean
#print axioms LyddaneSachsTeller.permittivity_sign
-- 'LyddaneSachsTeller.permittivity_sign' depends on axioms: [propext, Classical.choice, Quot.sound]
#print axioms LyddaneSachsTeller.lyddane_sachs_teller_frequencies
-- 'LyddaneSachsTeller.lyddane_sachs_teller_frequencies' depends on axioms: [propext, Classical.choice, Quot.sound]
#print axioms LyddaneSachsTeller.multimode_lyddane_sachs_teller
-- 'LyddaneSachsTeller.multimode_lyddane_sachs_teller' depends on axioms: [propext, Classical.choice, Quot.sound]
```
